# The Moshinsky one-matrix kernel and the occupation of its Gaussian natural orbital

## The pair state and its two frequencies

Two particles move on a line, with coordinates x and z. Units are chosen so that ħ and the particle mass are 1. The state is a Gaussian in the centre-of-mass coordinate (x + z)/√2, with frequency w, and in the relative coordinate (x − z)/√2, with frequency W. This is the form of the ground state of two particles in a harmonic trap that also interact through a harmonic force. W exceeds w for attraction and is smaller than w for repulsion. The development starts from the state; the Hamiltonian does not appear in it.

In Lean the coordinates and frequencies are real numbers, and the integrals run over the whole real line.

```lean
import Mathlib

open Real MeasureTheory

namespace MoshinskyOneMatrix

noncomputable section
```

Expanding w(x + z)²/2 + W(x − z)²/2 gives a x² + a z² + 2b x z. The coefficient of each squared coordinate is

a = (w + W)/2.

```lean
/-- The coefficient `a = (w + W) / 2` of the squared coordinates in the pair state. -/
def diagCoeff (w W : ℝ) : ℝ := (w + W) / 2
```

The coefficient that couples the two particles is

b = (w − W)/2.

It vanishes when the two frequencies agree, and the state is then a product of two one-particle Gaussians.

```lean
/-- The coefficient `b = (w - W) / 2` coupling the two coordinates in the pair state. -/
def crossCoeff (w W : ℝ) : ℝ := (w - W) / 2
```

The pair state is therefore

ψ(x,z) = exp(−(a x² + a z² + 2b x z)/2).

It is real and symmetric under exchange of x and z, so it can serve as the spatial part of a two-electron singlet. Spin is not represented in the Lean definition. The theorems about this state assume w > 0 and W > 0, which means that it decays in both the centre-of-mass and the relative coordinate. It is not normalised; the normalised state is √(c/π) ψ, with c = √(wW).

```lean
/-- The unnormalised Gaussian state of two particles on a line. -/
def pairState (w W x z : ℝ) : ℝ :=
  Real.exp (-(diagCoeff w W * x ^ 2 + diagCoeff w W * z ^ 2 + 2 * crossCoeff w W * x * z) / 2)
```

## The one-matrix, the orbital and the occupation fraction

The one-matrix is obtained by integrating out the second particle:

γ(x,y) = ∫ ψ(x,z) ψ(y,z) dz.

No complex conjugate is needed because ψ is real. The definition `oneMatrix` is this integral itself, so the closed form remains to be proved.

```lean
/-- The one-matrix of the pair state: the second particle is integrated out. -/
def oneMatrix (w W x y : ℝ) : ℝ := ∫ z : ℝ, pairState w W x z * pairState w W y z
```

The orbital studied below has the geometric mean of the two frequencies as its own frequency:

c = √(wW).

```lean
/-- The geometric mean of the two frequencies. -/
def orbitalFreq (w W : ℝ) : ℝ := √(w * W)
```

Without its normalisation factor, the orbital is

φ(x) = exp(−c x²/2).

The normalised orbital is (c/π)^(1/4) φ. Rescaling φ does not change its eigenvalue.

```lean
/-- The unnormalised Gaussian orbital whose frequency is the geometric mean of `w` and `W`. -/
def gaussianOrbital (w W x : ℝ) : ℝ := Real.exp (-(orbitalFreq w W * x ^ 2) / 2)
```

The candidate for that eigenvalue is

λ = 2π/(a + c).

At this stage it is only a number with a name.

```lean
/-- The number `2π / (a + √(wW))`. -/
def orbitalEigenvalue (w W : ℝ) : ℝ := 2 * π / (diagCoeff w W + orbitalFreq w W)
```

Since ψ is unnormalised, λ has to be compared with the trace of γ. The occupation fraction is

n = λ / ∫ γ(x,x) dx.

This convention gives the one-matrix unit trace. For a two-electron singlet, n is the occupation of each of the two spin orbitals built on φ, and the spatial orbital holds 2n electrons.

```lean
/-- The number `2π / (a + √(wW))` divided by the trace of the one-matrix. -/
def occupation (w W : ℝ) : ℝ := orbitalEigenvalue w W / ∫ x : ℝ, oneMatrix w W x x
```

## A Gaussian integral with a linear term

For p > 0 and any real q, completing the square gives

−p z² − q z = −p (z + q/(2p))² + q²/(4p).

The last term does not depend on z and comes out of the integral. Shifting z by q/(2p) leaves an integral over the whole line unchanged, and the remaining Gaussian integral is √(π/p). Hence

∫ exp(−p z² − q z) dz = √(π/p) exp(q²/(4p)).

In the proof, `h` is the completed square and `hs` is the shift. Mathlib's `integral_gaussian` supplies the final value.

```lean
/-- The integral over the line of a Gaussian with a linear term in the exponent. -/
theorem integral_gaussian_linear {p : ℝ} (hp : 0 < p) (q : ℝ) :
    ∫ z : ℝ, Real.exp (-p * z ^ 2 - q * z) = √(π / p) * Real.exp (q ^ 2 / (4 * p)) := by
  have hp' : p ≠ 0 := hp.ne'
  -- complete the square, then shift the integration variable
  have h : ∀ z : ℝ, Real.exp (-p * z ^ 2 - q * z)
      = Real.exp (q ^ 2 / (4 * p)) * Real.exp (-p * (z + q / (2 * p)) ^ 2) := by
    intro z
    rw [← Real.exp_add]
    congr 1
    field_simp
    ring
  have hs : ∫ z : ℝ, Real.exp (-p * (z + q / (2 * p)) ^ 2) = ∫ z : ℝ, Real.exp (-p * z ^ 2) :=
    integral_add_right_eq_self (fun z : ℝ => Real.exp (-p * z ^ 2)) (q / (2 * p))
  simp_rw [h]
  rw [integral_const_mul, hs, integral_gaussian, mul_comm]
```

## The closed form of the kernel

Multiplying the two pair states adds their exponents:

ψ(x,z) ψ(y,z) = exp(−a(x² + y²)/2) exp(−a z² − b(x + y) z).

The first factor is constant in z. The second is the integrand of the previous lemma with p = a and q = b(x + y). Therefore

γ(x,y) = √(π/a) exp(−a(x² + y²)/2 + b²(x + y)²/(4a)).

The theorem `oneMatrix_eq` states this for all real x and y and all positive w and W. Its local step `h` is the factorisation, and the hypotheses on the frequencies are used to obtain a > 0. Dividing by the trace π/c, found below, gives the kernel of the normalised state, which has the same exponential and the prefactor c/√(πa).

```lean
/-- The closed form of the Moshinsky one-matrix kernel. -/
theorem oneMatrix_eq {w W : ℝ} (hw : 0 < w) (hW : 0 < W) (x y : ℝ) :
    oneMatrix w W x y = √(π / diagCoeff w W) *
      Real.exp (-diagCoeff w W * (x ^ 2 + y ^ 2) / 2
        + crossCoeff w W ^ 2 * (x + y) ^ 2 / (4 * diagCoeff w W)) := by
  have ha : 0 < diagCoeff w W := by unfold diagCoeff; positivity
  -- separate the factor that does not depend on the second particle
  have h : ∀ z : ℝ, pairState w W x z * pairState w W y z
      = Real.exp (-diagCoeff w W * (x ^ 2 + y ^ 2) / 2) *
        Real.exp (-diagCoeff w W * z ^ 2 - (crossCoeff w W * (x + y)) * z) := by
    intro z
    unfold pairState
    rw [← Real.exp_add, ← Real.exp_add]
    congr 1
    ring
  unfold oneMatrix
  simp_rw [h]
  rw [integral_const_mul, integral_gaussian_linear ha, Real.exp_add, mul_pow]
  ring
```

## The coupling in terms of a and c

The difference of two squares gives

(w + W)²/4 − (w − W)²/4 = wW,

and therefore

b² = a² − c².

With this identity b can be eliminated from the kernel, so that the eigenvalue and trace integrals below have only the positive numbers a and c as parameters. Positivity of wW is what allows the square of its square root to be replaced by wW.

```lean
/-- The squared coupling coefficient is `a² - wW`, written with the geometric mean frequency. -/
theorem crossCoeff_sq {w W : ℝ} (hw : 0 < w) (hW : 0 < W) :
    crossCoeff w W ^ 2 = diagCoeff w W ^ 2 - orbitalFreq w W ^ 2 := by
  unfold crossCoeff diagCoeff orbitalFreq
  rw [Real.sq_sqrt (mul_pos hw hW).le]
  ring
```

## The Gaussian is a natural orbital

A natural orbital is an eigenfunction of the one-matrix, regarded as an integral operator. Applied to φ, the kernel gives an integral over y of γ(x,y) φ(y), whose exponent is

−a(x² + y²)/2 + (a² − c²)(x + y)²/(4a) − c y²/2.

Collecting powers of y turns this into

−(a² + c²) x²/(4a) − P y² + (a² − c²) x y/(2a), with P = (a + c)²/(4a).

The lemma on Gaussian integrals applies with p = P and q = −(a² − c²)x/(2a). It contributes the exponent

q²/(4P) = (a − c)² x²/(4a).

Added to the term that was already there, this gives

−(a² + c²) x²/(4a) + (a − c)² x²/(4a) = −c x²/2,

which is the exponent of φ(x). The prefactors combine to

√(π/a) √(π/P) = 2π/(a + c) = λ.

The result is

∫ γ(x,y) φ(y) dy = λ φ(x).

In Lean, the kernel is first replaced by its closed form and b² by a² − c². The two `generalize` lines then treat a and c as independent positive numbers. The step `h` collects the powers of y, `hsq` combines the prefactors, and the closing `field_simp` and `ring` verify the exponent in x.

The theorem concerns this one eigenfunction. It neither lists the other natural orbitals nor shows that λ is the largest eigenvalue.

```lean
/-- The Gaussian orbital is a natural orbital: the one-matrix maps it to
`2π / (a + √(wW))` times itself. -/
theorem oneMatrix_naturalOrbital {w W : ℝ} (hw : 0 < w) (hW : 0 < W) (x : ℝ) :
    ∫ y : ℝ, oneMatrix w W x y * gaussianOrbital w W y
      = orbitalEigenvalue w W * gaussianOrbital w W x := by
  have ha : 0 < diagCoeff w W := by unfold diagCoeff; positivity
  have hc : 0 < orbitalFreq w W := Real.sqrt_pos.mpr (mul_pos hw hW)
  simp only [oneMatrix_eq hw hW, gaussianOrbital, orbitalEigenvalue, crossCoeff_sq hw hW]
  generalize diagCoeff w W = a at ha ⊢
  generalize orbitalFreq w W = c at hc ⊢
  have ha' : a ≠ 0 := ha.ne'
  have hac : a + c ≠ 0 := (add_pos ha hc).ne'
  have hP : 0 < (a + c) ^ 2 / (4 * a) := by positivity
  -- collect the exponent as a quadratic polynomial in y
  have h : ∀ y : ℝ, √(π / a) * Real.exp (-a * (x ^ 2 + y ^ 2) / 2
        + (a ^ 2 - c ^ 2) * (x + y) ^ 2 / (4 * a)) * Real.exp (-(c * y ^ 2) / 2)
      = √(π / a) * Real.exp (-(a ^ 2 + c ^ 2) * x ^ 2 / (4 * a)) *
        Real.exp (-((a + c) ^ 2 / (4 * a)) * y ^ 2 - (-((a ^ 2 - c ^ 2) * x / (2 * a))) * y) := by
    intro y
    rw [mul_assoc (√(π / a)), mul_assoc (√(π / a)), ← Real.exp_add, ← Real.exp_add]
    congr 2
    field_simp
    ring
  have hsq : √(π / a) * √(π / ((a + c) ^ 2 / (4 * a))) = 2 * π / (a + c) := by
    rw [← Real.sqrt_mul (by positivity),
      show π / a * (π / ((a + c) ^ 2 / (4 * a))) = (2 * π / (a + c)) ^ 2 by
        field_simp
        ring]
    exact Real.sqrt_sq (by positivity)
  simp_rw [h]
  rw [integral_const_mul, integral_gaussian_linear hP, mul_mul_mul_comm, hsq, ← Real.exp_add]
  congr 2
  field_simp
  ring
```

## The trace

On the diagonal, y = x, and the exponent becomes

−a x² + (a² − c²) x²/a = −c² x²/a.

The diagonal is thus a single Gaussian, and

∫ γ(x,x) dx = √(π/a) √(πa/c²) = π/c.

Here the trace means the integral of the diagonal of the kernel. The proof follows the same two steps: `h` simplifies the exponent, and the product of square roots is recognised as the root of (π/c)².

```lean
/-- The trace of the one-matrix is `π / √(wW)`. -/
theorem oneMatrix_trace {w W : ℝ} (hw : 0 < w) (hW : 0 < W) :
    ∫ x : ℝ, oneMatrix w W x x = π / orbitalFreq w W := by
  have ha : 0 < diagCoeff w W := by unfold diagCoeff; positivity
  have hc : 0 < orbitalFreq w W := Real.sqrt_pos.mpr (mul_pos hw hW)
  simp only [oneMatrix_eq hw hW, crossCoeff_sq hw hW]
  generalize diagCoeff w W = a at ha ⊢
  generalize orbitalFreq w W = c at hc ⊢
  have ha' : a ≠ 0 := ha.ne'
  have hc' : c ≠ 0 := hc.ne'
  -- on the diagonal the kernel is a single Gaussian
  have h : ∀ x : ℝ, √(π / a) * Real.exp (-a * (x ^ 2 + x ^ 2) / 2
        + (a ^ 2 - c ^ 2) * (x + x) ^ 2 / (4 * a))
      = √(π / a) * Real.exp (-(c ^ 2 / a) * x ^ 2) := by
    intro x
    congr 2
    field_simp
    ring
  simp_rw [h]
  rw [integral_const_mul, integral_gaussian, ← Real.sqrt_mul (by positivity),
    show π / a * (π / (c ^ 2 / a)) = (π / c) ^ 2 by field_simp]
  exact Real.sqrt_sq (by positivity)
```

## The occupation fraction

Dividing the eigenvalue by the trace cancels π:

n = (2π/(a + c)) (c/π) = 2c/(a + c).

The Lean proof substitutes the trace theorem into the definition of `occupation` and clears the denominators.

For this one-dimensional harmonic model, the formula provides an exact reference value for a numerically computed one-matrix.

```lean
/-- The occupation fraction of the Gaussian natural orbital is `2√(wW) / (a + √(wW))`. -/
theorem occupation_eq {w W : ℝ} (hw : 0 < w) (hW : 0 < W) :
    occupation w W = 2 * orbitalFreq w W / (diagCoeff w W + orbitalFreq w W) := by
  have ha : 0 < diagCoeff w W := by unfold diagCoeff; positivity
  have hc : 0 < orbitalFreq w W := Real.sqrt_pos.mpr (mul_pos hw hW)
  have hac := (add_pos ha hc).ne'
  have hc' := hc.ne'
  have hpi := Real.pi_ne_zero
  unfold occupation orbitalEigenvalue
  rw [oneMatrix_trace hw hW]
  field_simp
```

## Full occupation only at equal frequencies

Because a² − c² = b² ≥ 0 and both a and c are positive, c ≤ a. Hence 2c ≤ a + c, and

n ≤ 1.

Equality requires 2c = a + c, that is, c = a. Then b² = 0, so b = 0 and w = W. Conversely, if w = W, then b = 0, which gives a² = c²; positivity yields a = c and n = 1.

Within this model, any difference between the two frequencies, whether from attraction or repulsion, leaves φ less than fully occupied. At equal frequencies the pair state is the product φ(x)φ(z).

In the proof, `hle` is the inequality c ≤ a, obtained from the nonnegative square of b. The two directions of the equivalence follow the argument above, with `hb0` recording that the coupling, or its square, vanishes.

```lean
/-- The occupation fraction is at most one, and it equals one exactly when the two
frequencies coincide. -/
theorem occupation_le_one_and_eq_iff {w W : ℝ} (hw : 0 < w) (hW : 0 < W) :
    occupation w W ≤ 1 ∧ (occupation w W = 1 ↔ w = W) := by
  have ha : 0 < diagCoeff w W := by unfold diagCoeff; positivity
  have hc : 0 < orbitalFreq w W := Real.sqrt_pos.mpr (mul_pos hw hW)
  have hb := crossCoeff_sq hw hW
  have hle : orbitalFreq w W ≤ diagCoeff w W := by
    nlinarith [sq_nonneg (crossCoeff w W)]
  rw [occupation_eq hw hW]
  refine ⟨(div_le_one (add_pos ha hc)).mpr (by linarith), ?_⟩
  rw [div_eq_iff (add_pos ha hc).ne', one_mul]
  constructor
  · intro h
    -- full occupation forces the coupling coefficient to vanish
    have hca : orbitalFreq w W = diagCoeff w W := by linarith
    have hb0 : crossCoeff w W ^ 2 = 0 := by rw [hb, hca]; ring
    have hb1 : crossCoeff w W = 0 := by nlinarith
    unfold crossCoeff at hb1
    linarith
  · intro h
    have hb0 : crossCoeff w W = 0 := by unfold crossCoeff; rw [h]; ring
    rw [hb0] at hb
    have hge : diagCoeff w W ≤ orbitalFreq w W := by nlinarith
    linarith

end

end MoshinskyOneMatrix
```

```lean
#print axioms MoshinskyOneMatrix.oneMatrix_naturalOrbital
-- 'MoshinskyOneMatrix.oneMatrix_naturalOrbital' depends on axioms: [propext, Classical.choice, Quot.sound]
#print axioms MoshinskyOneMatrix.occupation_le_one_and_eq_iff
-- 'MoshinskyOneMatrix.occupation_le_one_and_eq_iff' depends on axioms: [propext, Classical.choice, Quot.sound]
```
